# Exact linear compression of plane-wave pair densities takes one function per distinct frequency difference

On a periodic grid of at least seven points, the pair densities of three plane waves with frequencies $0,1,2$ are plane waves at the five differences $0,\pm1,\pm2$, whereas frequencies $1,2,4$ give the seven differences $0,\pm1,\pm2,\pm3$. Distinct plane waves are linearly independent, so the first set of pair densities spans dimension 5 and the second dimension 7, although both come from three orbitals.

In Lean 4 with Mathlib:

```lean
import Mathlib

open ComplexConjugate

namespace CompressedPairDensities

noncomputable section

variable {M : ℕ} [NeZero M]

/-- The plane wave of frequency `k` on the periodic grid of `M` points. -/
def planeWave (k : ZMod M) : ZMod M → ℂ := fun x => ZMod.stdAddChar (k * x)

/-- The pair density `conj(f_i) f_j` of two plane-wave orbitals. -/
def pairDensity (i j : ZMod M) : ZMod M → ℂ :=
  fun x => conj (planeWave i x) * planeWave j x

/-- The space spanned by all pair densities of the orbitals with frequencies in `B`. -/
def pairSpace (B : Finset (ZMod M)) : Submodule ℂ (ZMod M → ℂ) :=
  Submodule.span ℂ {ρ | ∃ i ∈ B, ∃ j ∈ B, ρ = pairDensity i j}

/-- The distinct frequency differences of `B` modulo `M`. -/
def differences {M : ℕ} (B : Finset (ZMod M)) : Finset (ZMod M) :=
  (B ×ˢ B).image fun p => p.2 - p.1

/-- Some `r` auxiliary functions reproduce every pair density of `B` exactly by linear
combination. -/
def ExactCompression (B : Finset (ZMod M)) (r : ℕ) : Prop :=
  ∃ ζ : Fin r → ZMod M → ℂ, ∀ i ∈ B, ∀ j ∈ B,
    ∃ c : Fin r → ℂ, pairDensity i j = ∑ μ, c μ • ζ μ

/-- The contiguous frequencies `0, 1, ..., N-1` modulo `M`. -/
def lowBand (M N : ℕ) : Finset (ZMod M) :=
  (Finset.range N).image fun a : ℕ => (a : ZMod M)

/-- The frequencies `1, 2, 4, ..., 2^(N-1)` modulo `M`. -/
def dyadicBand (M N : ℕ) : Finset (ZMod M) :=
  (Finset.range N).image fun a => (2 : ZMod M) ^ a

/-- At integer frequency `k` and grid point `x` the plane wave is `exp(2πi k x / M)`. -/
theorem planeWave_intCast (k x : ℤ) :
    planeWave (k : ZMod M) (x : ZMod M)
      = Complex.exp (2 * Real.pi * Complex.I * (k * x) / M) := by
  have h := ZMod.stdAddChar_coe (N := M) (k * x)
  push_cast at h
  exact h

/-- The pair density of two plane waves is the plane wave at the difference frequency. -/
theorem pairDensity_eq (i j : ZMod M) : pairDensity i j = planeWave (j - i) := by
  funext x
  simp only [pairDensity, planeWave]
  rw [← AddChar.map_neg_eq_conj, ← AddChar.map_add_eq_mul]
  congr 1
  ring

/-- Plane waves are orthogonal on the grid, each with squared norm `M`. -/
theorem sum_pairDensity (k l : ZMod M) :
    ∑ x, pairDensity k l x = if k = l then (M : ℂ) else 0 := by
  have h := AddChar.sum_mulShift (l - k) (ZMod.isPrimitive_stdAddChar M)
  rw [pairDensity_eq]
  simp only [planeWave, mul_comm (l - k)]
  rw [h]
  by_cases hkl : k = l
  · subst hkl
    simp [ZMod.card]
  · have h2 : l - k ≠ 0 := sub_ne_zero.mpr (Ne.symm hkl)
    simp [hkl, h2]

/-- Plane waves of distinct frequencies on the grid are linearly independent. -/
theorem planeWave_linearIndependent :
    LinearIndependent ℂ (planeWave : ZMod M → ZMod M → ℂ) := by
  rw [Fintype.linearIndependent_iff]
  intro g hg k
  -- project the vanishing combination onto the plane wave `k`
  have h : ∑ x, conj (planeWave k x) * (∑ l, g l • planeWave l) x = g k * M := by
    calc _ = ∑ x, ∑ l, g l * pairDensity k l x := by
          refine Finset.sum_congr rfl fun x _ => ?_
          rw [Finset.sum_apply, Finset.mul_sum]
          refine Finset.sum_congr rfl fun l _ => ?_
          simp only [Pi.smul_apply, smul_eq_mul, pairDensity]
          ring
      _ = ∑ l, g l * ∑ x, pairDensity k l x := by
          rw [Finset.sum_comm]
          simp only [Finset.mul_sum]
      _ = g k * M := by simp [sum_pairDensity]
  rw [hg] at h
  simp only [Pi.zero_apply, mul_zero, Finset.sum_const_zero] at h
  exact (mul_eq_zero.mp h.symm).resolve_right (Nat.cast_ne_zero.mpr (NeZero.ne M))

/-- The dimension of the pair-density space is the number of distinct frequency differences
modulo `M`. -/
theorem finrank_pairSpace (B : Finset (ZMod M)) :
    Module.finrank ℂ (pairSpace B) = (differences B).card := by
  have hset : {ρ | ∃ i ∈ B, ∃ j ∈ B, ρ = pairDensity i j}
      = Set.range (fun d : differences B => planeWave d.1) := by
    ext ρ
    constructor
    · rintro ⟨i, hi, j, hj, rfl⟩
      exact ⟨⟨j - i, Finset.mem_image.mpr ⟨(i, j), Finset.mem_product.mpr ⟨hi, hj⟩, rfl⟩⟩,
        (pairDensity_eq i j).symm⟩
    · rintro ⟨⟨d, hd⟩, rfl⟩
      obtain ⟨⟨i, j⟩, hp, rfl⟩ := Finset.mem_image.mp hd
      obtain ⟨hi, hj⟩ := Finset.mem_product.mp hp
      exact ⟨i, hi, j, hj, (pairDensity_eq i j).symm⟩
  have hli : LinearIndependent ℂ (fun d : differences B => planeWave d.1) :=
    planeWave_linearIndependent.comp Subtype.val Subtype.val_injective
  rw [pairSpace, hset, finrank_span_eq_card hli, Fintype.card_coe]

/-- Exact compression with `r` auxiliary functions is possible if and only if `r` is at least
the number of distinct frequency differences. -/
theorem exactCompression_iff (B : Finset (ZMod M)) (r : ℕ) :
    ExactCompression B r ↔ (differences B).card ≤ r := by
  constructor
  · rintro ⟨ζ, hζ⟩
    have hle : pairSpace B ≤ Submodule.span ℂ (Set.range ζ) := by
      refine Submodule.span_le.mpr ?_
      rintro _ ⟨i, hi, j, hj, rfl⟩
      obtain ⟨c, hc⟩ := hζ i hi j hj
      rw [hc]
      exact Submodule.sum_mem _ fun μ _ =>
        Submodule.smul_mem _ _ (Submodule.subset_span ⟨μ, rfl⟩)
    rw [← finrank_pairSpace]
    exact (Submodule.finrank_mono hle).trans
      ((finrank_range_le_card (R := ℂ) ζ).trans_eq (Fintype.card_fin r))
  · intro hr
    -- the plane waves at the difference frequencies serve as auxiliary functions
    let e : differences B → Fin r := fun d => Fin.castLE hr ((differences B).equivFin d)
    have he : Function.Injective e :=
      (Fin.castLE_injective hr).comp (differences B).equivFin.injective
    refine ⟨Function.extend e (fun d => planeWave d.1) 0, fun i hi j hj => ?_⟩
    let d : differences B :=
      ⟨j - i, Finset.mem_image.mpr ⟨(i, j), Finset.mem_product.mpr ⟨hi, hj⟩, rfl⟩⟩
    refine ⟨Pi.single (e d) 1, ?_⟩
    rw [Finset.sum_eq_single (e d)]
    · rw [he.extend_apply, Pi.single_eq_same, one_smul, pairDensity_eq]
    · intro b _ hb
      rw [Pi.single_eq_of_ne hb, zero_smul]
    · intro h
      exact absurd (Finset.mem_univ _) h

/-- For `N ≥ 1` and `2N - 1 ≤ M` the contiguous band has `N` distinct frequencies, and its pair
densities span dimension `2N - 1`. -/
theorem finrank_lowBand {N : ℕ} (hN : 1 ≤ N) (hM : 2 * N ≤ M + 1) :
    (lowBand M N).card = N ∧ Module.finrank ℂ (pairSpace (lowBand M N)) + 1 = 2 * N := by
  obtain ⟨n, rfl⟩ : ∃ n, N = n + 1 := ⟨N - 1, by omega⟩
  have hinj : ∀ a b : ℕ, a < M → b < M → (a : ZMod M) = b → a = b := by
    intro a b ha hb h
    rwa [ZMod.natCast_eq_natCast_iff', Nat.mod_eq_of_lt ha, Nat.mod_eq_of_lt hb] at h
  -- the differences are the residues of `-n, ..., n`
  have hD : differences (lowBand M (n + 1))
      = (Finset.range (2 * n + 1)).image fun m : ℕ => (m : ZMod M) - n := by
    ext d
    simp only [differences, lowBand, Finset.mem_image, Finset.mem_product, Finset.mem_range,
      Prod.exists]
    constructor
    · rintro ⟨_, _, ⟨⟨a, ha, rfl⟩, ⟨b, hb, rfl⟩⟩, rfl⟩
      refine ⟨b + n - a, by omega, ?_⟩
      rw [Nat.cast_sub (show a ≤ b + n by omega)]
      push_cast
      ring
    · rintro ⟨m, hm, rfl⟩
      rcases le_total m n with h | h
      · refine ⟨((n - m : ℕ) : ZMod M), ((0 : ℕ) : ZMod M),
          ⟨⟨n - m, by omega, rfl⟩, ⟨0, by omega, rfl⟩⟩, ?_⟩
        rw [Nat.cast_sub h]
        push_cast
        ring
      · refine ⟨((0 : ℕ) : ZMod M), ((m - n : ℕ) : ZMod M),
          ⟨⟨0, by omega, rfl⟩, ⟨m - n, by omega, rfl⟩⟩, ?_⟩
        rw [Nat.cast_sub h]
        push_cast
        ring
  constructor
  · rw [lowBand, Finset.card_image_of_injOn, Finset.card_range]
    intro a ha b hb h
    have ha' := Finset.mem_range.mp (Finset.mem_coe.mp ha)
    have hb' := Finset.mem_range.mp (Finset.mem_coe.mp hb)
    exact hinj a b (by omega) (by omega) h
  · rw [finrank_pairSpace, hD, Finset.card_image_of_injOn, Finset.card_range]
    · ring
    · intro a ha b hb h
      have ha' := Finset.mem_range.mp (Finset.mem_coe.mp ha)
      have hb' := Finset.mem_range.mp (Finset.mem_coe.mp hb)
      exact hinj a b (by omega) (by omega) (sub_left_inj.mp h)

omit [NeZero M] in
/-- If `2^N - 1 ≤ M`, a difference modulo `M` of two distinct frequencies among
`1, 2, ..., 2^(N-1)` determines both frequencies. -/
theorem dyadic_unique {N a b c d : ℕ} (hM : 2 ^ N ≤ M + 1) (ha : a < N) (hb : b < N)
    (hc : c < N) (hd : d < N) (hab : a ≠ b)
    (h : (2 : ZMod M) ^ b - 2 ^ a = 2 ^ d - 2 ^ c) : a = c ∧ b = d := by
  have dbl : ∀ m n : ℕ, m < n → 2 * 2 ^ m ≤ 2 ^ n := fun m n hmn =>
    calc 2 * 2 ^ m = 2 ^ (m + 1) := by ring
      _ ≤ 2 ^ n := Nat.pow_le_pow_right (by norm_num) hmn
  have tri : ∀ m n : ℕ, (m < n ∧ 2 * 2 ^ m ≤ 2 ^ n) ∨ (m = n ∧ 2 ^ m = 2 ^ n) ∨
      (n < m ∧ 2 * 2 ^ n ≤ 2 ^ m) := by
    intro m n
    rcases lt_trichotomy m n with h | h | h
    · exact Or.inl ⟨h, dbl m n h⟩
    · exact Or.inr (Or.inl ⟨h, by rw [h]⟩)
    · exact Or.inr (Or.inr ⟨h, dbl n m h⟩)
  -- a congruence between numbers closer than `M` is an equality
  have lift : ∀ S T : ℕ, (S : ZMod M) = T → S < T + M → T < S + M → S = T := by
    intro S T h h1 h2
    have h' : ((S : ℤ) : ZMod M) = ((T : ℤ) : ZMod M) := by simpa using h
    obtain ⟨k, hk⟩ := (ZMod.intCast_eq_intCast_iff_dvd_sub _ _ _).mp h'
    have h1' : (S : ℤ) < T + M := by exact_mod_cast h1
    have h2' : (T : ℤ) < S + M := by exact_mod_cast h2
    have hk1 : k < 1 := by
      by_contra hc
      nlinarith
    have hk2 : -1 < k := by
      by_contra hc
      nlinarith
    have hk0 : k = 0 := by omega
    rw [hk0, mul_zero] at hk
    omega
  have pa : 0 < 2 ^ a := by positivity
  have pb : 0 < 2 ^ b := by positivity
  have pc : 0 < 2 ^ c := by positivity
  have pd : 0 < 2 ^ d := by positivity
  have ua := dbl a N ha
  have ub := dbl b N hb
  have uc := dbl c N hc
  have ud := dbl d N hd
  have key : 2 ^ b + 2 ^ c = 2 ^ d + 2 ^ a := by
    refine lift _ _ ?_ (by omega) (by omega)
    push_cast
    linear_combination h
  -- compare the sizes of the powers
  rcases tri b d with h1 | h1 | h1 <;> rcases tri c d with h2 | h2 | h2 <;>
    rcases tri a b with h3 | h3 | h3 <;> rcases tri a c with h4 | h4 | h4 <;> omega

/-- For `N ≥ 1` and `2^N - 1 ≤ M` the band `1, 2, ..., 2^(N-1)` has `N` distinct frequencies,
and its pair densities span dimension `N² - N + 1`. -/
theorem finrank_dyadicBand {N : ℕ} (hN : 1 ≤ N) (hM : 2 ^ N ≤ M + 1) :
    (dyadicBand M N).card = N ∧
      Module.finrank ℂ (pairSpace (dyadicBand M N)) + N = N ^ 2 + 1 := by
  constructor
  · rw [dyadicBand, Finset.card_image_of_injOn, Finset.card_range]
    intro a ha b hb h
    have ha' := Finset.mem_range.mp (Finset.mem_coe.mp ha)
    have hb' := Finset.mem_range.mp (Finset.mem_coe.mp hb)
    by_contra hab
    have h' : (2 : ZMod M) ^ b - 2 ^ a = 2 ^ a - 2 ^ a := by
      rw [show (2 : ZMod M) ^ a = 2 ^ b from h]
    exact hab (dyadic_unique hM ha' hb' ha' ha' hab h').2.symm
  · -- zero, and one difference for each ordered pair of distinct orbitals
    have hD : differences (dyadicBand M N) = insert 0
        ((Finset.range N).offDiag.image fun p => (2 : ZMod M) ^ p.2 - 2 ^ p.1) := by
      ext d
      simp only [differences, dyadicBand, Finset.mem_image, Finset.mem_product,
        Finset.mem_insert, Finset.mem_offDiag, Finset.mem_range, Prod.exists]
      constructor
      · rintro ⟨_, _, ⟨⟨a, ha, rfl⟩, ⟨b, hb, rfl⟩⟩, rfl⟩
        by_cases hab : a = b
        · left
          rw [hab, sub_self]
        · exact Or.inr ⟨a, b, ⟨ha, hb, hab⟩, rfl⟩
      · rintro (rfl | ⟨a, b, ⟨ha, hb, _⟩, rfl⟩)
        · exact ⟨2 ^ 0, 2 ^ 0, ⟨⟨0, hN, rfl⟩, ⟨0, hN, rfl⟩⟩, sub_self _⟩
        · exact ⟨_, _, ⟨⟨a, ha, rfl⟩, ⟨b, hb, rfl⟩⟩, rfl⟩
    rw [finrank_pairSpace, hD, Finset.card_insert_of_notMem, Finset.card_image_of_injOn,
      Finset.offDiag_card, Finset.card_range]
    · have hle : N ≤ N * N := Nat.le_mul_self N
      rw [sq]
      omega
    · rintro ⟨a, b⟩ hp ⟨c, d⟩ hq h
      have hp' := Finset.mem_offDiag.mp (Finset.mem_coe.mp hp)
      have hq' := Finset.mem_offDiag.mp (Finset.mem_coe.mp hq)
      simp only [Finset.mem_range] at hp' hq'
      obtain ⟨h1, h2⟩ := dyadic_unique hM hp'.1 hp'.2.1 hq'.1 hq'.2.1 hp'.2.2 h
      rw [h1, h2]
    · intro h
      obtain ⟨⟨a, b⟩, hp, h0⟩ := Finset.mem_image.mp h
      simp only [Finset.mem_offDiag, Finset.mem_range] at hp
      have h' : (2 : ZMod M) ^ b - 2 ^ a = 2 ^ a - 2 ^ a := by
        rw [sub_self]
        exact h0
      exact hp.2.2 (dyadic_unique hM hp.1 hp.2.1 hp.1 hp.1 hp.2.2 h').2.symm

/-- For every constant `C`, on a grid with `2^(C+1) - 1 ≤ M`, exact compression for the
`C + 1` orbitals of frequencies `1, 2, ..., 2^C` needs more than `C` auxiliary functions per
orbital. -/
theorem no_linear_rank (C r : ℕ) (hM : 2 ^ (C + 1) ≤ M + 1)
    (h : ExactCompression (dyadicBand M (C + 1)) r) :
    C * (dyadicBand M (C + 1)).card < r := by
  obtain ⟨hcard, hrank⟩ := finrank_dyadicBand (M := M) (Nat.succ_pos C) hM
  have hr := (exactCompression_iff _ r).mp h
  rw [finrank_pairSpace] at hrank
  rw [hcard]
  nlinarith

end

end CompressedPairDensities
```

```lean
#print axioms CompressedPairDensities.planeWave_intCast
#print axioms CompressedPairDensities.exactCompression_iff
#print axioms CompressedPairDensities.finrank_lowBand
#print axioms CompressedPairDensities.no_linear_rank
```

```
'CompressedPairDensities.planeWave_intCast' depends on axioms: [propext, Classical.choice, Quot.sound]
'CompressedPairDensities.exactCompression_iff' depends on axioms: [propext, Classical.choice, Quot.sound]
'CompressedPairDensities.finrank_lowBand' depends on axioms: [propext, Classical.choice, Quot.sound]
'CompressedPairDensities.no_linear_rank' depends on axioms: [propext, Classical.choice, Quot.sound]
```

## Orbitals, pair densities and auxiliary functions

The grid is `ZMod M`, the integers modulo $M\ge1$, and `planeWave k` is
$$f_k(x)=e^{2\pi i kx/M},$$
as `planeWave_intCast` confirms. These orbitals have squared norm $M$; the normalised ones are $f_k/\sqrt M$. Their pair densities carry an extra factor $1/M$, which changes no span.

For a finite set $B$ of frequencies, `pairSpace B` is the complex span of all products $\overline{f_i}f_j$ with $i,j\in B$, including $i=j$. The set `differences B` contains the residues $j-i$, each counted once. `ExactCompression B r` says that there are $r$ grid functions $\zeta_\mu$ with
$$\overline{f_i}f_j=\sum_\mu c_\mu^{ij}\zeta_\mu\qquad(i,j\in B).$$
The $\zeta_\mu$ are arbitrary, and the coefficients may depend on the pair.

Such products enter exact exchange in hybrid functionals. For plane-wave orbitals on a one-dimensional grid, the theorems fix how many auxiliary functions reproduce them exactly; they set no bound for compression within a tolerance, or for reproducing only the exchange energy.

## From products to a count of differences

Multiplying exponentials gives $\overline{f_i}f_j=f_{j-i}$, which is `pairDensity_eq`. Next, consider
$$\sum_x\overline{f_k(x)}f_l(x)=\sum_{x=0}^{M-1}q^x,\qquad q=e^{2\pi i(l-k)/M}.$$
If $k=l$, the sum is $M$. Otherwise $q\ne1$ and $q^M=1$, so it is $(q^M-1)/(q-1)=0$. This is `sum_pairDensity`, where Mathlib's character sum replaces the geometric series.

If $\sum_l g_lf_l=0$, projecting onto $f_k$ gives $Mg_k=0$, hence $g_k=0$. The `calc` block in `planeWave_linearIndependent` is this projection. The pair densities are therefore independent plane waves, one for each distinct difference, and `finrank_pairSpace` gives
$$\dim\,\mathrm{span}\{\overline{f_i}f_j\}=|\{j-i \bmod M : i,j\in B\}|.$$

In `exactCompression_iff`, any $r$ successful auxiliary functions have a span containing the pair space, so $r$ is at least this dimension. Conversely, the plane waves at the difference frequencies suffice, padded with zero functions if $r$ is larger.

## Contiguous frequencies and powers of two

For $B=\{0,\dots,N-1\}$ with $N\ge1$, the differences are the integers from $-(N-1)$ to $N-1$. These $2N-1$ consecutive integers are distinct modulo $M$ when $2N-1\le M$. `finrank_lowBand` lists them as $m-n$, with $n=N-1$ and $0\le m\le2n$, and states the dimension as `+ 1 = 2 * N` to avoid subtraction of natural numbers.

For $B=\{1,2,\dots,2^{N-1}\}$, assume $M\ge2^N-1$ and
$$2^b-2^a\equiv2^d-2^c\pmod M,\qquad a\ne b.$$
Then $2^b+2^c\equiv2^d+2^a$. Both sides lie between $2$ and $2^N$, so they differ by less than $M$ and must be equal as integers. If $b=c$, the left side is a single power of two, which forces $a=d=b$, a contradiction. If $b\ne c$, uniqueness of binary expansion gives $\{b,c\}=\{d,a\}$, and $a\ne b$ leaves $b=d$, $a=c$.

This is `dyadic_unique`: `lift` turns the congruence into an equality, and `omega` settles the cases using the fact that unequal powers of two differ by at least a factor of two. Taking $c=d=a$ also shows that no difference with $a\ne b$ vanishes. The $N(N-1)$ ordered pairs and the zero difference give dimension $N^2-N+1$ in `finrank_dyadicBand`.

Both bands give dimension 1 for $N=1$ and 3 for $N=2$; they first part at $N=3$. There, on the smallest allowed grid $M=7$, the pair densities of frequencies $1,2,4$ already span every function on the grid.

Finally, `no_linear_rank` takes $N=C+1$ for a natural number $C$. Exact compression then needs
$$r\ge N^2-N+1=CN+1>CN,$$
so no fixed number of auxiliary functions per orbital suffices for all orbital sets and grids. The grids in this family grow exponentially with $N$, since $M\ge2^N-1$.
